# Under pure dephasing by a bath in a pure state, each coherence is multiplied by an overlap of bath vectors

Take a few-level system whose own Hamiltonian and whose coupling to a finite bath are diagonal in the same system basis, and let the bath start in a pure state uncorrelated with the system. To follow the system's density matrix in that basis, one can propagate the bath's initial state vector once for each system level, take the overlaps of the resulting vectors, and multiply the initial density matrix by them entry by entry. The joint density matrix of system and bath never has to be stored.

```lean
import Mathlib

open Matrix
open scoped Kronecker

namespace PureDephasing

noncomputable section

variable {m n : Type*} [Fintype m] [DecidableEq m] [Fintype n] [DecidableEq n]

/-- The joint evolution `∑ E_ii ⊗ U_i`: the bath evolves by `U i` when the system is in
the basis state `i`. -/
def jointEvolution (U : m → Matrix n n ℂ) : Matrix (m × n) (m × n) ℂ :=
  ∑ i, Matrix.single i i (1 : ℂ) ⊗ₖ U i

/-- The partial trace over the bath. -/
def traceBath (M : Matrix (m × n) (m × n) ℂ) : Matrix m m ℂ :=
  Matrix.of fun i j => ∑ k, M (i, k) (j, k)

/-- The reduced system matrix after the joint evolution of `ρ ⊗ φφ†`. -/
def dephase (U : m → Matrix n n ℂ) (φ : n → ℂ) (ρ : Matrix m m ℂ) : Matrix m m ℂ :=
  traceBath (jointEvolution U * (ρ ⊗ₖ Matrix.vecMulVec φ (star φ)) * (jointEvolution U)ᴴ)

omit [Fintype n] [DecidableEq n] in
/-- The joint evolution is block diagonal in the system basis, with blocks `U i`. -/
theorem jointEvolution_apply (U : m → Matrix n n ℂ) (i j : m) (k l : n) :
    jointEvolution U (i, k) (j, l) = if i = j then U i k l else 0 := by
  rw [jointEvolution, Matrix.sum_apply, Finset.sum_eq_single i]
  · simp [Matrix.kroneckerMap_apply, Matrix.single_apply]
  · intro x _ hx
    simp [Matrix.kroneckerMap_apply, hx]
  · simp

/-- If every conditional bath evolution `U i` is unitary, so is the joint evolution. -/
theorem jointEvolution_unitary (U : m → Matrix n n ℂ)
    (hU : ∀ i, U i ∈ Matrix.unitaryGroup n ℂ) :
    jointEvolution U ∈ Matrix.unitaryGroup (m × n) ℂ := by
  rw [Matrix.mem_unitaryGroup_iff, Matrix.star_eq_conjTranspose]
  ext ⟨i, k⟩ ⟨j, l⟩
  rw [Matrix.mul_apply, Fintype.sum_prod_type, Finset.sum_eq_single i]
  · by_cases h : j = i
    · subst h
      have h1 := congrFun (congrFun (Matrix.mem_unitaryGroup_iff.mp (hU j)) k) l
      simpa [Matrix.mul_apply, Matrix.one_apply, Matrix.star_apply,
        jointEvolution_apply] using h1
    · simp [jointEvolution_apply, h, Ne.symm h]
  · intro x _ hx
    simp [jointEvolution_apply, hx.symm]
  · simp

omit [DecidableEq n] in
/-- Each entry of the reduced matrix is the initial entry times the overlap of the two
conditional bath vectors, `ρ_ij ⟨U_j φ, U_i φ⟩`. -/
theorem dephase_apply (U : m → Matrix n n ℂ) (φ : n → ℂ) (ρ : Matrix m m ℂ) (i j : m) :
    dephase U φ ρ i j = ρ i j * (star (U j *ᵥ φ) ⬝ᵥ (U i *ᵥ φ)) := by
  -- the joint evolution acts on each block separately, from the left and from the right
  have hL : ∀ (M : Matrix (m × n) (m × n) ℂ) (i : m) (k : n) (q : m × n),
      (jointEvolution U * M) (i, k) q = ∑ l, U i k l * M (i, l) q := by
    intro M i k q
    rw [Matrix.mul_apply, Fintype.sum_prod_type, Finset.sum_eq_single i]
    · simp [jointEvolution_apply]
    · intro x _ hx
      simp [jointEvolution_apply, hx.symm]
    · simp
  have hR : ∀ (M : Matrix (m × n) (m × n) ℂ) (p : m × n) (j : m) (k : n),
      (M * (jointEvolution U)ᴴ) p (j, k) = ∑ l, M p (j, l) * star (U j k l) := by
    intro M p j k
    rw [Matrix.mul_apply, Fintype.sum_prod_type, Finset.sum_eq_single j]
    · simp [jointEvolution_apply]
    · intro x _ hx
      simp [jointEvolution_apply, hx.symm]
    · simp
  simp only [dephase, traceBath, Matrix.of_apply, hR, hL, Matrix.kroneckerMap_apply,
    Matrix.vecMulVec_apply, dotProduct, Matrix.mulVec, Pi.star_apply]
  -- compare the two triple sums term by term
  rw [Finset.mul_sum]
  refine Finset.sum_congr rfl fun k _ => ?_
  rw [star_sum, Finset.sum_mul, Finset.mul_sum]
  refine Finset.sum_congr rfl fun l' _ => ?_
  rw [Finset.sum_mul, Finset.mul_sum, Finset.mul_sum]
  refine Finset.sum_congr rfl fun l _ => ?_
  rw [star_mul']
  ring

/-- A unitary bath evolution keeps a unit vector a unit vector. -/
theorem unit_mulVec {V : Matrix n n ℂ} (hV : V ∈ Matrix.unitaryGroup n ℂ) {φ : n → ℂ}
    (hφ : star φ ⬝ᵥ φ = 1) : star (V *ᵥ φ) ⬝ᵥ (V *ᵥ φ) = 1 := by
  rw [Matrix.star_mulVec, ← Matrix.dotProduct_mulVec, Matrix.mulVec_mulVec,
    ← Matrix.star_eq_conjTranspose, Matrix.mem_unitaryGroup_iff'.mp hV,
    Matrix.one_mulVec, hφ]

omit [DecidableEq n] in
/-- For unit vectors `a` and `b`, the vector `b - ⟨a, b⟩ a` has squared norm
`1 - |⟨a, b⟩|²`. -/
theorem residual_normSq {a b : n → ℂ} (ha : star a ⬝ᵥ a = 1) (hb : star b ⬝ᵥ b = 1) :
    ∑ k, Complex.normSq (b k - (star a ⬝ᵥ b) * a k)
      = 1 - Complex.normSq (star a ⬝ᵥ b) := by
  generalize hs : star a ⬝ᵥ b = s
  have hba : star b ⬝ᵥ a = star s := by
    rw [← hs]
    simp [dotProduct, mul_comm]
  have key : star (b - s • a) ⬝ᵥ (b - s • a) = 1 - star s * s := by
    simp only [star_sub, star_smul, sub_dotProduct, dotProduct_sub, smul_dotProduct,
      dotProduct_smul, ha, hb, hba, hs, smul_eq_mul]
    ring
  apply Complex.ofReal_injective
  simp only [Complex.ofReal_sum, Complex.ofReal_sub, Complex.ofReal_one,
    Complex.normSq_eq_conj_mul_self]
  exact key

omit [DecidableEq n] in
/-- The overlap of two unit vectors has modulus at most one. -/
theorem overlap_le_one {a b : n → ℂ} (ha : star a ⬝ᵥ a = 1) (hb : star b ⬝ᵥ b = 1) :
    ‖star a ⬝ᵥ b‖ ≤ 1 := by
  have h := residual_normSq ha hb
  have h0 : 0 ≤ ∑ k, Complex.normSq (b k - (star a ⬝ᵥ b) * a k) :=
    Finset.sum_nonneg fun k _ => Complex.normSq_nonneg _
  rw [h, Complex.normSq_eq_norm_sq] at h0
  nlinarith [norm_nonneg (star a ⬝ᵥ b)]

omit [DecidableEq n] in
/-- The overlap of two unit vectors has modulus one exactly when they agree up to a phase. -/
theorem overlap_eq_one_iff {a b : n → ℂ} (ha : star a ⬝ᵥ a = 1) (hb : star b ⬝ᵥ b = 1) :
    ‖star a ⬝ᵥ b‖ = 1 ↔ ∃ c : ℂ, ‖c‖ = 1 ∧ b = c • a := by
  constructor
  · intro h
    refine ⟨star a ⬝ᵥ b, h, ?_⟩
    -- the part of `b` orthogonal to `a` vanishes
    have h0 := residual_normSq ha hb
    rw [Complex.normSq_eq_norm_sq (star a ⬝ᵥ b), h, one_pow, sub_self,
      Finset.sum_eq_zero_iff_of_nonneg (fun k _ => Complex.normSq_nonneg _)] at h0
    funext k
    exact sub_eq_zero.mp (Complex.normSq_eq_zero.mp (h0 k (Finset.mem_univ k)))
  · rintro ⟨c, hc, rfl⟩
    rw [dotProduct_smul, ha, smul_eq_mul, mul_one, hc]

/-- Pure dephasing: for unitary `U i` and a unit bath vector `φ`, the reduced entries are
`ρ_ij ⟨U_j φ, U_i φ⟩`, populations are fixed, and no coherence grows in modulus. -/
theorem pure_dephasing (U : m → Matrix n n ℂ) (hU : ∀ i, U i ∈ Matrix.unitaryGroup n ℂ)
    (φ : n → ℂ) (hφ : star φ ⬝ᵥ φ = 1) (ρ : Matrix m m ℂ) :
    (∀ i j, dephase U φ ρ i j = ρ i j * (star (U j *ᵥ φ) ⬝ᵥ (U i *ᵥ φ))) ∧
    (∀ i, dephase U φ ρ i i = ρ i i) ∧
    (∀ i j, ‖dephase U φ ρ i j‖ ≤ ‖ρ i j‖) := by
  refine ⟨dephase_apply U φ ρ, fun i => ?_, fun i j => ?_⟩
  · rw [dephase_apply, unit_mulVec (hU i) hφ, mul_one]
  · rw [dephase_apply, norm_mul]
    exact mul_le_of_le_one_right (norm_nonneg _)
      (overlap_le_one (unit_mulVec (hU j) hφ) (unit_mulVec (hU i) hφ))

/-- For unitary `U i` and a unit bath vector, a nonzero coherence keeps its modulus exactly
when the two conditional bath vectors agree up to a phase. -/
theorem coherence_preserved_iff (U : m → Matrix n n ℂ)
    (hU : ∀ i, U i ∈ Matrix.unitaryGroup n ℂ) (φ : n → ℂ) (hφ : star φ ⬝ᵥ φ = 1)
    (ρ : Matrix m m ℂ) (i j : m) (hρ : ρ i j ≠ 0) :
    ‖dephase U φ ρ i j‖ = ‖ρ i j‖ ↔ ∃ c : ℂ, ‖c‖ = 1 ∧ U i *ᵥ φ = c • (U j *ᵥ φ) := by
  rw [← overlap_eq_one_iff (unit_mulVec (hU j) hφ) (unit_mulVec (hU i) hφ),
    dephase_apply, norm_mul]
  exact mul_eq_left₀ (norm_ne_zero_iff.mpr hρ)

/-- Let the `U i` be unitary and `φ` a unit vector. If the conditional bath vectors of `i` and
`j` do not agree up to a phase, repeated dephasing with fresh baths sends the coherence to zero. -/
theorem coherence_tendsto_zero (U : m → Matrix n n ℂ)
    (hU : ∀ i, U i ∈ Matrix.unitaryGroup n ℂ) (φ : n → ℂ) (hφ : star φ ⬝ᵥ φ = 1)
    (ρ : Matrix m m ℂ) (i j : m)
    (hij : ¬ ∃ c : ℂ, ‖c‖ = 1 ∧ U i *ᵥ φ = c • (U j *ᵥ φ)) :
    Filter.Tendsto (fun N : ℕ => ((dephase U φ)^[N] ρ) i j) Filter.atTop (nhds 0) := by
  have ha := unit_mulVec (hU j) hφ
  have hb := unit_mulVec (hU i) hφ
  have hlt : ‖star (U j *ᵥ φ) ⬝ᵥ (U i *ᵥ φ)‖ < 1 :=
    lt_of_le_of_ne (overlap_le_one ha hb) fun h => hij ((overlap_eq_one_iff ha hb).mp h)
  -- every round contributes one more factor of the overlap
  have hN : ∀ N : ℕ, ((dephase U φ)^[N] ρ) i j
      = ρ i j * (star (U j *ᵥ φ) ⬝ᵥ (U i *ᵥ φ)) ^ N := by
    intro N
    induction N with
    | zero => simp
    | succ N ih => rw [Function.iterate_succ_apply', dephase_apply, ih, pow_succ, mul_assoc]
  simp only [hN]
  simpa only [mul_zero] using
    (tendsto_pow_atTop_nhds_zero_of_norm_lt_one hlt).const_mul (ρ i j)

end

end PureDephasing
```

```lean
#print axioms PureDephasing.jointEvolution_unitary
#print axioms PureDephasing.pure_dephasing
#print axioms PureDephasing.coherence_preserved_iff
#print axioms PureDephasing.coherence_tendsto_zero
```

```
'PureDephasing.jointEvolution_unitary' depends on axioms: [propext, Classical.choice, Quot.sound]
'PureDephasing.pure_dephasing' depends on axioms: [propext, Classical.choice, Quot.sound]
'PureDephasing.coherence_preserved_iff' depends on axioms: [propext, Classical.choice, Quot.sound]
'PureDephasing.coherence_tendsto_zero' depends on axioms: [propext, Classical.choice, Quot.sound]
```

## Bath evolution conditioned on the system level

The system has basis states labelled by a finite set `m`, with indices $i,j$, and the bath has basis states labelled by a finite set `n`, with indices $k,l$. For each level $i$ there is a bath matrix $U_i$, and $E_{ii}$ is the projector on level $i$. The joint evolution, `jointEvolution U`, is

$$W=\sum_i E_{ii}\otimes U_i .$$

The bath evolves by $U_i$ when the system is in level $i$, and no transitions between levels occur. This is the evolution generated by a time-independent Hamiltonian $\sum_i E_{ii}\otimes H_i$, with $U_i=e^{-\mathrm i H_it/\hbar}$ at a chosen time $t$, where $\mathrm i$ is the imaginary unit. Each $H_i$ is the sum of the bath's own Hamiltonian, the coupling that the bath feels when the system is in level $i$, and the energy of level $i$ times the identity. The Lean code contains neither the Hamiltonian nor the time; it takes the matrices $U_i$ as given.

The bath starts in the pure state $\varphi\varphi^\dagger$, written `Matrix.vecMulVec φ (star φ)`, uncorrelated with the system matrix $\rho$. The function `traceBath` sums over equal bath indices, and `dephase U φ ρ` is the reduced matrix

$$\rho'=\mathrm{Tr}_{\text{bath}}\left[W(\rho\otimes\varphi\varphi^\dagger)W^\dagger\right].$$

The inner product $\langle a,b\rangle=\sum_k \overline{a_k}\,b_k$ appears as `star a ⬝ᵥ b`, conjugate-linear in its first argument. The hypothesis `hφ` says that $\varphi$ has norm one, and `hU` says that every $U_i$ is unitary.

## Fixed populations and bounded coherences

The theorem `pure_dephasing` has three parts, valid for all levels $i$ and $j$:

$$\rho'_{ij}=\rho_{ij}\langle U_j\varphi,U_i\varphi\rangle,\qquad \rho'_{ii}=\rho_{ii},\qquad |\rho'_{ij}|\le|\rho_{ij}| .$$

The matrix $\rho$ is arbitrary: it need not be Hermitian, positive or of trace one.

Two further theorems say when coherence is lost. By `coherence_preserved_iff`, a nonzero entry $\rho_{ij}$ keeps its modulus exactly when $U_i\varphi=c\,U_j\varphi$ for some $c$ with $|c|=1$. The bath then holds no record that distinguishes the two levels. By `coherence_tendsto_zero`, if no such phase exists, the entry tends to zero under repeated application of the map. The iterate `(dephase U φ)^[N]` describes $N$ successive interactions, each with a new bath prepared in $\varphi$.

For a qubit, this is decoherence without energy relaxation, in a model with a finite bath, a pure initial bath state and strictly diagonal coupling. Thermal bath states, initial correlations and level transitions are not covered. The bound compares $\rho'$ with the uncorrelated initial state, not with an earlier time in the same interaction: the overlap with a single finite bath can shrink and later recover. The limit concerns the number of fresh baths and gives no decay rate in time.

## From the joint state to the overlap

Since $E_{ii}\,\rho\,E_{jj}=\rho_{ij}E_{ij}$, where $E_{ij}$ has a single 1 in row $i$ and column $j$, the joint state after the evolution is

$$W(\rho\otimes\varphi\varphi^\dagger)W^\dagger=\sum_{i,j}\rho_{ij}\,E_{ij}\otimes (U_i\varphi)(U_j\varphi)^\dagger .$$

The trace over the bath replaces the second factor by

$$\sum_k (U_i\varphi)_k\overline{(U_j\varphi)_k}=\langle U_j\varphi,U_i\varphi\rangle ,$$

which gives the formula for $\rho'_{ij}$. Unitarity has not been used so far.

The lemma `dephase_apply` carries this out in components. It rests on `jointEvolution_apply`, which says that $W$ is block diagonal with blocks $U_i$. The auxiliary statements `hL` and `hR` apply these blocks from the left and from the right. What remains is an equality of two triple sums, over the traced bath index and the two indices of $\varphi\varphi^\dagger$, which the proof compares term by term.

If the $U_i$ are unitary, then

$$WW^\dagger=\sum_i E_{ii}\otimes U_iU_i^\dagger=1 ,$$

which is `jointEvolution_unitary`. The later proofs do not call on it; it confirms that $W$ is a legitimate closed evolution of system and bath.

For the populations, put $i=j$. The factor is $\langle U_i\varphi,U_i\varphi\rangle=\langle\varphi,U_i^\dagger U_i\varphi\rangle=1$, which is `unit_mulVec`.

## Why the overlap cannot exceed one

Let $a=U_j\varphi$ and $b=U_i\varphi$, both unit vectors, and let $s=\langle a,b\rangle$. The part of $b$ orthogonal to $a$ is $b-sa$, and its squared norm is

$$\langle b,b\rangle-s\langle b,a\rangle-\overline{s}\langle a,b\rangle+|s|^2\langle a,a\rangle
=1-|s|^2-|s|^2+|s|^2=1-|s|^2 .$$

This is `residual_normSq`, where the same expansion appears as `key`. A sum of squared moduli is non-negative, so $|s|\le1$, which is `overlap_le_one`. Multiplying by $|\rho_{ij}|$ gives the bound on the coherences.

If $|s|=1$, the sum vanishes, so each of its terms vanishes and $b=sa$. Conversely, if $b=ca$ with $|c|=1$, then $s=c$ has modulus one. These are the two directions of `overlap_eq_one_iff`. Since $|\rho'_{ij}|=|\rho_{ij}||s|$, cancelling the nonzero factor $|\rho_{ij}|$ turns this into `coherence_preserved_iff`.

For repeated interactions, each round multiplies the entry by the same $s$. Induction on $N$, in the step `hN`, gives $\rho_{ij}s^N$ after $N$ rounds. If $a$ and $b$ do not agree up to a phase, then $|s|<1$ and the powers tend to zero.

## A qubit coupled to a two-state bath

Label the system levels 1 and 2, and take

$$U_1=\begin{pmatrix}1&0\\0&1\end{pmatrix},\qquad
U_2=\frac15\begin{pmatrix}3&-4\\4&3\end{pmatrix},\qquad
\rho=\frac12\begin{pmatrix}1&1\\1&1\end{pmatrix}.$$

With $\varphi=(1,0)$, the conditional bath vectors are $(1,0)$ and $(3/5,4/5)$, whose overlap is $3/5$. The populations stay at $1/2$ and the coherence falls from $0.5$ to $0.3$. A second fresh bath reduces it to $0.18$.

With $\varphi=(1,\mathrm i)/\sqrt2$, where $\mathrm i$ is the imaginary unit, the same matrices act differently. This vector is an eigenvector of $U_2$ with eigenvalue $(3-4\mathrm i)/5$, so $\langle U_2\varphi,U_1\varphi\rangle=(3+4\mathrm i)/5$. The coherence $\rho_{12}$ becomes $0.3+0.4\,\mathrm i$, whose modulus is still $0.5$. It has turned in the complex plane without decaying, so the loss of coherence depends on the bath state as well as on the coupling.

## The overlap matrix in code

A program propagates $\varphi$ under each $H_i$ and stores the results as the columns of an array `Phi`, with one row per bath basis state. In NumPy, the reduced matrix is then

```python
rho_t = rho * (Phi.T @ Phi.conj())
```

where `*` is the entrywise product. The $(i,j)$ entry of the bracket is $\sum_k (U_i\varphi)_k\overline{(U_j\varphi)_k}$, as in the theorem. Exchanging the conjugation would leave the moduli unchanged but reverse the phases that the bath imprints on the coherences. If the initial $\varphi$ is normalised, the diagonal of the bracket should equal one up to rounding, and a larger departure from one measures the norm error of the propagator.
